# An on-site exchange hole gives one delocalized electron too low an energy when repulsion is stronger on a site than between sites

A model exchange hole can be tested by evaluating its energy for a one-electron density, where the exact hole is known, and taking the difference as the model's error. For a hole placed entirely on the reference site, with one repulsion a on every site and one repulsion w between any two sites, this error needs only the site probabilities p_i:

ΔE = −(a − w)(1 − Σ_i p_i²)/2

For w < a it vanishes exactly when the electron sits on one site, and it is most negative exactly when the electron is spread evenly.

## The electron and its two holes

The sites form a finite type `ι`, with m = `Fintype.card ι`.

```lean
import Mathlib

open ComplexConjugate

namespace OnSiteExchangeHole

noncomputable section

variable {ι : Type*} [Fintype ι] [DecidableEq ι]
```

The electron occupies an orbital with complex amplitudes ψ_i, and p_i = |ψ_i|². Normalization, Σ_i p_i = 1, enters the theorems as the hypothesis `hψ`.

```lean
/-- Probability of finding the electron with orbital `ψ` on site `i`. -/
def siteProb (ψ : ι → ℂ) (i : ι) : ℝ := Complex.normSq (ψ i)
```

The one-particle density matrix is γ_ij = ψ_i ψ_j*.

```lean
/-- One-particle density matrix of a single electron in the orbital `ψ`. -/
def densityMatrix (ψ : ι → ℂ) (i j : ι) : ℂ := ψ i * conj (ψ j)
```

With the electron at reference site i, the exact exchange hole at site j is

h_ij = −|γ_ij|²/p_i

It is physically defined only for p_i ≠ 0. Lean assigns it a value at empty sites too, but the factor p_i in the energy removes that value.

```lean
/-- Exact exchange hole at site `j` around an electron at the reference site `i`,
defined for reference sites of nonzero probability. -/
def exchangeHole (ψ : ι → ℂ) (i j : ι) : ℝ :=
  -Complex.normSq (densityMatrix ψ i j) / siteProb ψ i
```

The model hole is −1 at j = i and 0 elsewhere.

```lean
/-- Model hole: one unit of charge is removed from the reference site itself. -/
def onSiteHole (i j : ι) : ℝ := if j = i then -1 else 0
```

A hole h has the interaction energy

E[h] = ½ Σ_i Σ_j p_i h_ij v_ij

where v_ij is the pair repulsion.

```lean
/-- Interaction energy of the density `p` with the hole `h` under the pair repulsion `v`. -/
def holeEnergy (v : ι → ι → ℝ) (p : ι → ℝ) (h : ι → ι → ℝ) : ℝ :=
  (1 / 2) * ∑ i, ∑ j, p i * h i j * v i j
```

In the two-valued repulsion, v_ii = a and v_ij = w for j ≠ i. The condition w < a, used later, says that two charges repel more strongly on the same site than on different ones. A single w ignores how intersite repulsion falls off with distance.

```lean
/-- Pair repulsion equal to `a` on a site and to `w` between any two different sites. -/
def siteRepulsion (a w : ℝ) (i j : ι) : ℝ := if j = i then a else w
```

The energy change is ΔE = E[model] − E[exact], with the same orbital in both terms, so relaxation of the orbital is left out.

```lean
/-- Energy with the on-site model hole minus energy with the exact exchange hole. -/
def energyChange (v : ι → ι → ℝ) (ψ : ι → ℂ) : ℝ :=
  holeEnergy v (siteProb ψ) onSiteHole - holeEnergy v (siteProb ψ) (exchangeHole ψ)
```

## The exact hole is minus the density

Since |γ_ij|² = p_i p_j, an occupied reference site gives

h_ij = −p_i p_j/p_i = −p_j

The proof factorizes the squared modulus, and `field_simp` cancels p_i using `hi`.

```lean
omit [Fintype ι] [DecidableEq ι] in
/-- Around an occupied reference site, the exchange hole of one electron is minus its own
density. -/
theorem exchangeHole_eq {ψ : ι → ℂ} {i : ι} (hi : siteProb ψ i ≠ 0) (j : ι) :
    exchangeHole ψ i j = -siteProb ψ j := by
  have h : exchangeHole ψ i j = -(siteProb ψ i * siteProb ψ j) / siteProb ψ i := by
    simp only [exchangeHole, densityMatrix, siteProb, Complex.normSq_mul, Complex.normSq_conj]
  rw [h]
  field_simp
```

Summing over j gives −Σ_j p_j = −1. The model hole also contains −1, so the two differ only in where the charge is placed.

```lean
omit [DecidableEq ι] in
/-- For a normalized orbital, the exchange hole around an occupied site holds a charge of
exactly minus one. -/
theorem exchangeHole_sum {ψ : ι → ℂ} (hψ : ∑ i, siteProb ψ i = 1) {i : ι}
    (hi : siteProb ψ i ≠ 0) : ∑ j, exchangeHole ψ i j = -1 := by
  rw [Finset.sum_congr rfl (fun j _ => exchangeHole_eq hi j), Finset.sum_neg_distrib, hψ]
```

## The energy change for any pair repulsion

For fixed i, the model hole contributes −p_i v_ii (`h1`) and the exact hole −Σ_j p_i p_j v_ij (`h2`). Because Σ_j p_j = 1, we may write p_i v_ii = Σ_j p_i p_j v_ii (`h3`). Subtracting and summing over i,

ΔE = −½ Σ_i Σ_j p_i p_j (v_ii − v_ij)

The auxiliary statement `hw` treats empty reference sites separately.

```lean
/-- For a normalized orbital and any pair repulsion, the energy change is minus half the average,
over two independent draws from the density, of on-site minus pair repulsion. -/
theorem energyChange_general {ψ : ι → ℂ} (hψ : ∑ i, siteProb ψ i = 1) (v : ι → ι → ℝ) :
    energyChange v ψ =
      -(1 / 2) * ∑ i, ∑ j, siteProb ψ i * siteProb ψ j * (v i i - v i j) := by
  -- empty reference sites have no weight in the energy
  have hw : ∀ i j, siteProb ψ i * exchangeHole ψ i j = -(siteProb ψ i * siteProb ψ j) := by
    intro i j
    by_cases hi : siteProb ψ i = 0
    · simp [hi]
    · rw [exchangeHole_eq hi]
      ring
  have h1 : ∀ i, ∑ j, siteProb ψ i * onSiteHole i j * v i j = -(siteProb ψ i * v i i) := by
    intro i
    simp [onSiteHole]
  have h2 : ∀ i, ∑ j, siteProb ψ i * exchangeHole ψ i j * v i j
      = -∑ j, siteProb ψ i * siteProb ψ j * v i j := by
    intro i
    rw [← Finset.sum_neg_distrib]
    refine Finset.sum_congr rfl fun j _ => ?_
    rw [hw]
    ring
  -- normalization lets the on-site term be averaged over the second position
  have h3 : ∀ i, ∑ j, siteProb ψ i * siteProb ψ j * (v i i - v i j)
      = siteProb ψ i * v i i - ∑ j, siteProb ψ i * siteProb ψ j * v i j := by
    intro i
    simp only [mul_sub, Finset.sum_sub_distrib]
    rw [← Finset.sum_mul, ← Finset.mul_sum, hψ, mul_one]
  unfold energyChange holeEnergy
  simp only [h1, h2, h3, Finset.sum_sub_distrib, Finset.sum_neg_distrib]
  ring
```

## One repulsion on sites, another between them

Now v_ii − v_ij is 0 for j = i and a − w otherwise, so

Σ_j p_i p_j (v_ii − v_ij) = (a − w) p_i (1 − p_i)

Summing over i and multiplying by −½ gives the formula for ΔE. In Lean, `e` writes each term as if every pair contributed a − w, then subtracts the diagonal.

```lean
/-- For a normalized orbital with on-site repulsion `a` and intersite repulsion `w`, the on-site
hole changes the energy by `-(a - w) (1 - ∑ pᵢ²) / 2`. -/
theorem energyChange_eq {ψ : ι → ℂ} (hψ : ∑ i, siteProb ψ i = 1) (a w : ℝ) :
    energyChange (siteRepulsion a w) ψ = -(a - w) * (1 - ∑ i, siteProb ψ i ^ 2) / 2 := by
  have h : ∀ i, ∑ j, siteProb ψ i * siteProb ψ j *
      (siteRepulsion a w i i - siteRepulsion a w i j)
      = (a - w) * (siteProb ψ i - siteProb ψ i ^ 2) := by
    intro i
    have hii : siteRepulsion a w i i = a := by simp [siteRepulsion]
    -- only pairs of different sites contribute
    have e : ∀ j, siteProb ψ i * siteProb ψ j *
        (siteRepulsion a w i i - siteRepulsion a w i j)
        = (a - w) * siteProb ψ i * siteProb ψ j
          - if j = i then (a - w) * siteProb ψ i ^ 2 else 0 := by
      intro j
      rw [hii]
      unfold siteRepulsion
      split_ifs with hj
      · rw [hj]
        ring
      · ring
    rw [Finset.sum_congr rfl (fun j _ => e j), Finset.sum_sub_distrib, ← Finset.mul_sum, hψ,
      Finset.sum_ite_eq']
    simp only [Finset.mem_univ, if_true]
    ring
  rw [energyChange_general hψ, Finset.sum_congr rfl (fun i _ => h i), ← Finset.mul_sum,
    Finset.sum_sub_distrib, hψ]
  ring
```

## No error for an electron on one site

If ΔE = 0 and a ≠ w, then

0 = 1 − Σ_i p_i² = Σ_i p_i (1 − p_i)

Every term is nonnegative because 0 ≤ p_i ≤ 1, so each vanishes (`hz`) and each p_i is 0 or 1. Normalization supplies a site k with p_k ≠ 0, hence p_k = 1, and leaves nothing for the other sites. Conversely, if one site carries all the probability, p_i² = p_i everywhere and ΔE = 0.

```lean
/-- For a normalized orbital and `w < a`, the on-site hole gives the exact energy if and only if
the electron sits on a single site. -/
theorem energyChange_eq_zero_iff {ψ : ι → ℂ} (hψ : ∑ i, siteProb ψ i = 1) {a w : ℝ}
    (haw : w < a) :
    energyChange (siteRepulsion a w) ψ = 0 ↔
      ∃ k, ∀ i, siteProb ψ i = if i = k then 1 else 0 := by
  have hnn : ∀ i, 0 ≤ siteProb ψ i := fun i => Complex.normSq_nonneg _
  have hle : ∀ i, siteProb ψ i ≤ 1 := by
    intro i
    have h := Finset.single_le_sum (f := siteProb ψ) (fun j _ => hnn j) (Finset.mem_univ i)
    rwa [hψ] at h
  rw [energyChange_eq hψ]
  constructor
  · intro h
    have hsq : 1 - ∑ i, siteProb ψ i ^ 2 = 0 := by
      have h' : (a - w) * (1 - ∑ i, siteProb ψ i ^ 2) = 0 := by linarith
      exact (mul_eq_zero.1 h').resolve_left (sub_ne_zero.2 haw.ne')
    have hs : ∑ i, siteProb ψ i * (1 - siteProb ψ i) = 0 := by
      have h' : ∑ i, siteProb ψ i * (1 - siteProb ψ i)
          = ∑ i, siteProb ψ i - ∑ i, siteProb ψ i ^ 2 := by
        rw [← Finset.sum_sub_distrib]
        exact Finset.sum_congr rfl fun i _ => by ring
      rw [h', hψ, hsq]
    -- every probability is zero or one, and one of them is not zero
    have hz := (Finset.sum_eq_zero_iff_of_nonneg
      (fun i _ => mul_nonneg (hnn i) (sub_nonneg.2 (hle i)))).1 hs
    obtain ⟨k, hk⟩ : ∃ k, siteProb ψ k ≠ 0 := by
      by_contra hne
      have h0 : ∀ i, siteProb ψ i = 0 := fun i => by_contra fun hi => hne ⟨i, hi⟩
      simp [h0] at hψ
    have hk1 : siteProb ψ k = 1 := by
      have h' := (mul_eq_zero.1 (hz k (Finset.mem_univ k))).resolve_left hk
      linarith
    refine ⟨k, fun i => ?_⟩
    split_ifs with hik
    · rw [hik, hk1]
    · have h1 := Finset.add_sum_erase Finset.univ (siteProb ψ) (Finset.mem_univ k)
      have h2 := Finset.single_le_sum (f := siteProb ψ) (fun j _ => hnn j)
        (Finset.mem_erase.2 ⟨hik, Finset.mem_univ i⟩)
      linarith [hnn i]
  · rintro ⟨k, hk⟩
    have h : ∑ i, siteProb ψ i ^ 2 = ∑ i, siteProb ψ i := by
      refine Finset.sum_congr rfl fun i _ => ?_
      rw [hk i]
      split_ifs <;> norm_num
    rw [h, hψ]
    ring
```

## The largest error for a uniform density

Expanding the squared deviation from 1/m,

Σ_i (p_i − 1/m)² = Σ_i p_i² − 2/m + m · (1/m²) = Σ_i p_i² − 1/m

which is `hv`. Substituting for Σ_i p_i²,

ΔE = −(a − w)(1 − 1/m)/2 + ((a − w)/2) Σ_i (p_i − 1/m)²

Normalization already rules out m = 0.

```lean
/-- For a normalized orbital on `m` sites, the energy change is `-(a - w) (1 - 1/m) / 2` plus
`(a - w) / 2` times the squared deviation of the density from uniformity. -/
theorem energyChange_eq_uniform_add {ψ : ι → ℂ} (hψ : ∑ i, siteProb ψ i = 1) (a w : ℝ) :
    energyChange (siteRepulsion a w) ψ =
      -(a - w) * (1 - 1 / (Fintype.card ι : ℝ)) / 2
        + (a - w) / 2 * ∑ i, (siteProb ψ i - 1 / (Fintype.card ι : ℝ)) ^ 2 := by
  have hm : (Fintype.card ι : ℝ) ≠ 0 := by
    intro h
    have : IsEmpty ι := Fintype.card_eq_zero_iff.1 (by exact_mod_cast h)
    simp at hψ
  -- expand the square and use normalization
  have hv : ∑ i, (siteProb ψ i - 1 / (Fintype.card ι : ℝ)) ^ 2
      = ∑ i, siteProb ψ i ^ 2 - 1 / (Fintype.card ι : ℝ) := by
    calc ∑ i, (siteProb ψ i - 1 / (Fintype.card ι : ℝ)) ^ 2
        = ∑ i, (siteProb ψ i ^ 2 - 2 / (Fintype.card ι : ℝ) * siteProb ψ i
            + (1 / (Fintype.card ι : ℝ)) ^ 2) :=
          Finset.sum_congr rfl fun i _ => by ring
      _ = ∑ i, siteProb ψ i ^ 2 - 2 / (Fintype.card ι : ℝ) * 1
            + (Fintype.card ι : ℝ) * (1 / (Fintype.card ι : ℝ)) ^ 2 := by
          rw [Finset.sum_add_distrib, Finset.sum_sub_distrib, ← Finset.mul_sum, hψ,
            Finset.sum_const, Finset.card_univ, nsmul_eq_mul]
      _ = ∑ i, siteProb ψ i ^ 2 - 1 / (Fintype.card ι : ℝ) := by
          have h : (Fintype.card ι : ℝ) * (1 / (Fintype.card ι : ℝ)) ^ 2
              = 1 / (Fintype.card ι : ℝ) := by field_simp
          rw [h]
          ring
  rw [energyChange_eq hψ, hv]
  ring
```

For w < a the last term is nonnegative, so

ΔE ≥ −(a − w)(1 − 1/m)/2

Equality forces every square to vanish, that is, p_i = 1/m on every site; the converse follows by substitution. For m = 1 the bound is zero, and the localized and uniform cases coincide.

```lean
/-- For a normalized orbital on `m` sites and `w < a`, the energy change is at least
`-(a - w) (1 - 1/m) / 2`, with equality if and only if all sites are equally probable. -/
theorem energyChange_lower_bound {ψ : ι → ℂ} (hψ : ∑ i, siteProb ψ i = 1) {a w : ℝ}
    (haw : w < a) :
    -(a - w) * (1 - 1 / (Fintype.card ι : ℝ)) / 2 ≤ energyChange (siteRepulsion a w) ψ ∧
    (energyChange (siteRepulsion a w) ψ = -(a - w) * (1 - 1 / (Fintype.card ι : ℝ)) / 2 ↔
      ∀ i, siteProb ψ i = 1 / (Fintype.card ι : ℝ)) := by
  have hpos : 0 < (a - w) / 2 := by linarith
  rw [energyChange_eq_uniform_add hψ]
  refine ⟨le_add_of_nonneg_right
    (mul_nonneg hpos.le (Finset.sum_nonneg fun i _ => sq_nonneg _)), ?_⟩
  constructor
  · intro h
    have h0 := (mul_eq_zero.1 (add_eq_left.1 h)).resolve_left hpos.ne'
    intro i
    have hi := (Finset.sum_eq_zero_iff_of_nonneg (fun i _ => sq_nonneg _)).1 h0 i
      (Finset.mem_univ i)
    exact sub_eq_zero.1 (pow_eq_zero_iff two_ne_zero |>.1 hi)
  · intro h
    have h0 : ∑ i, (siteProb ψ i - 1 / (Fintype.card ι : ℝ)) ^ 2 = 0 :=
      Finset.sum_eq_zero fun i _ => by rw [h i]; ring
    rw [h0, mul_zero, add_zero]

end

end OnSiteExchangeHole
```

```lean
#print axioms OnSiteExchangeHole.exchangeHole_sum
-- 'OnSiteExchangeHole.exchangeHole_sum' depends on axioms: [propext, Classical.choice, Quot.sound]
#print axioms OnSiteExchangeHole.energyChange_eq_zero_iff
-- 'OnSiteExchangeHole.energyChange_eq_zero_iff' depends on axioms: [propext, Classical.choice, Quot.sound]
#print axioms OnSiteExchangeHole.energyChange_lower_bound
-- 'OnSiteExchangeHole.energyChange_lower_bound' depends on axioms: [propext, Classical.choice, Quot.sound]
```
